# The impenetrable boson pair $\sqrt2\,|\sin\pi(x-y)|$ on a unit ring: all momenta occupied, with a $k^{-4}$ tail

Two bosons move on a ring and repel each other so strongly on contact that they never meet. Free bosons in their ground state would both have zero momentum. Here the wavefunction must vanish wherever the positions $x$ and $y$ coincide, and this mixes in other momenta. How many bosons remain at zero momentum, and how fast do the occupations fall at large momentum?

In the ground state of the impenetrable pair on a ring of length one, the mean number $n_m$ of bosons with wave number $k=2\pi m$ is

$$n_m=\frac{16}{\pi^2(4m^2-1)^2},\qquad m\in\mathbb Z.$$

The conditions behind this formula sit in the definitions; the theorems carry no further assumptions.

## Infinite contact repulsion

Away from contact the particles are free, and at contact the wavefunction is zero. The lowest state is $\psi(x,y)=\sqrt2\,|\sin\pi(x-y)|$, the two-particle case of the Tonks–Girardeau gas. The file takes this function as its starting point and does not derive it from a Hamiltonian. At finite repulsion $\psi$ would not vanish at contact and the occupations would differ.

The modulus makes the state symmetric under exchange and periodic in each position. Without it, $\psi$ would change sign when the particles are swapped, and also when one of them is carried once around the ring.

```lean
import Mathlib

open Filter Topology Real

namespace ImpenetrablePair

noncomputable section

/-- Wavefunction of two impenetrable bosons at positions `x` and `y` on a ring of length one. -/
def psi (x y : ℝ) : ℝ := √2 * |sin (π * (x - y))|
```

## Two identical bosons

In units with $\hbar=1$, momentum and wave number coincide. The amplitude for one boson to have momentum $2\pi m$ while the other sits at $y$ is

$$a_m(y)=\int_0^1 e^{-2\pi i m x}\,\psi(x,y)\,dx .$$

The number operator for this momentum is a sum of one projector per particle. Since $\psi$ is symmetric, both contribute equally, so $n_m=2\int_0^1|a_m(y)|^2dy$. In Lean, `amplitude` and `occupation` are these integrals, with positions as real numbers integrated over one period. Without the factor 2, `occupation` would be a one-particle probability; for a state of two distinguishable particles that is neither symmetric nor antisymmetric under exchange, the two contributions can differ.

```lean
/-- Complex conjugate of the plane wave with momentum `2πm` on the unit ring. -/
def conjWave (m : ℤ) (x : ℝ) : ℂ := Complex.exp (-(2 * π * m * Complex.I) * x)

/-- Amplitude for one boson to have momentum `2πm` while the other sits at `y`. -/
def amplitude (m : ℤ) (y : ℝ) : ℂ := ∫ x in (0:ℝ)..1, conjWave m x * (psi x y : ℂ)

/-- Mean number of bosons with momentum `2πm`: two particles times the probability for one. -/
def occupation (m : ℤ) : ℝ := 2 * ∫ y in (0:ℝ)..1, ‖amplitude m y‖ ^ 2
```

## Unit norm

The factor $\sqrt2$ lets squared amplitudes be read as probabilities. For each $y$,

$$\int_0^1 2\sin^2\pi(x-y)\,dx=\Big[x-\tfrac1\pi\sin\pi(x-y)\cos\pi(x-y)\Big]_0^1=1,$$

because sine and cosine both change sign over one turn and their product does not. Integrating over $y$ gives 1 again. The proof uses the same antiderivative.

```lean
/-- The pair wavefunction is normalised on the ring. -/
theorem psi_normalized : ∫ y in (0:ℝ)..1, (∫ x in (0:ℝ)..1, psi x y ^ 2) = 1 := by
  have inner_int : ∀ y : ℝ, ∫ x in (0:ℝ)..1, psi x y ^ 2 = 1 := by
    intro y
    have hd : ∀ x ∈ Set.uIcc (0:ℝ) 1, HasDerivAt
        (fun x : ℝ => x - sin (π * (x - y)) * cos (π * (x - y)) / π) (psi x y ^ 2) x := by
      intro x _
      have hu : HasDerivAt (fun x : ℝ => π * (x - y)) (π * 1) x :=
        ((hasDerivAt_id' x).sub_const y).const_mul π
      refine ((hasDerivAt_id' x).fun_sub ((hu.sin.fun_mul hu.cos).div_const π)).congr_deriv ?_
      rw [psi, mul_pow, Real.sq_sqrt (by norm_num), sq_abs]
      have hp : π * π⁻¹ = 1 := mul_inv_cancel₀ pi_ne_zero
      linear_combination (-(cos (π * (x - y)) ^ 2 - sin (π * (x - y)) ^ 2)) * hp
        - sin_sq_add_cos_sq (π * (x - y))
    rw [intervalIntegral.integral_eq_sub_of_hasDerivAt hd
      (Continuous.intervalIntegrable (by simp only [psi]; fun_prop) _ _),
      show π * (1 - y) = π * (0 - y) + π by ring, sin_add_pi, cos_add_pi]
    ring
  simp_rw [inner_int]
  simp
```

Later proofs do not cite this theorem, but they use the prefactor through $(\sqrt2)^2=2$. Without it every occupation would be halved.

## Integer momenta on a closed ring

A plane wave fits on the ring only if $m$ is an integer, which is why `m` has type `ℤ`. This is used twice. First, $4m^2-1$ never vanishes, since $4m^2=1$ has no integer solution. Second, $e^{-2\pi i m}=1$, so one turn leaves the wave unchanged. At $m=\tfrac12$ both would fail.

```lean
/-- The number `4m² - 1` is nonzero for every integer `m`. -/
theorem denom_ne (m : ℤ) : 4 * (m:ℝ) ^ 2 - 1 ≠ 0 := by
  intro h
  have h' : 4 * m ^ 2 - 1 = 0 := by exact_mod_cast h
  generalize m ^ 2 = k at h'
  omega

/-- Plane waves turn translations into phases, and one turn around the ring gives phase one. -/
theorem conjWave_translation (m : ℤ) :
    (∀ x y, conjWave m (x + y) = conjWave m x * conjWave m y) ∧ conjWave m 1 = 1 := by
  constructor
  · intro x y
    rw [conjWave, conjWave, conjWave, ← Complex.exp_add]
    congr 1
    push_cast
    ring
  · rw [conjWave, Complex.exp_eq_one_iff]
    exact ⟨-m, by push_cast; ring⟩
```

On $[0,1]$ the sine is nonnegative, so the Fourier coefficient of $|\sin\pi x|$ is $c_m=\int_0^1e^{-2\pi i m x}\sin\pi x\,dx$. An antiderivative is

$$F(x)=\frac{e^{-2\pi i m x}\,(\cos\pi x+2im\sin\pi x)}{\pi(4m^2-1)} .$$

On differentiating the numerator, the cosine terms $\mp2\pi i m\cos\pi x$ cancel and the sine terms add up to $\pi(4m^2-1)\sin\pi x$. Hence

$$c_m=F(1)-F(0)=-\frac{2}{\pi(4m^2-1)} .$$

In the proof, `habs` removes the modulus, `hd` checks the derivative, and the fundamental theorem of calculus gives the difference of endpoint values.

```lean
/-- The Fourier coefficients of `|sin πx|` on the unit ring are `-2/(π(4m² - 1))`. -/
theorem fourier_abs_sin (m : ℤ) :
    ∫ x in (0:ℝ)..1, conjWave m x * ((|sin (π * x)| : ℝ) : ℂ)
      = ((-2 / (π * (4 * (m:ℝ) ^ 2 - 1)) : ℝ) : ℂ) := by
  have hm : 4 * (m:ℂ) ^ 2 - 1 ≠ 0 := by exact_mod_cast denom_ne m
  have hp : (π:ℂ) ≠ 0 := by exact_mod_cast pi_ne_zero
  -- on the unit interval the sine is nonnegative
  have habs : ∫ x in (0:ℝ)..1, conjWave m x * ((|sin (π * x)| : ℝ) : ℂ)
      = ∫ x in (0:ℝ)..1, conjWave m x * Complex.sin (π * x) := by
    apply intervalIntegral.integral_congr
    intro x hx
    rw [Set.uIcc_of_le zero_le_one] at hx
    have h : 0 ≤ sin (π * x) := sin_nonneg_of_nonneg_of_le_pi
      (mul_nonneg pi_pos.le hx.1) (by nlinarith [pi_pos, hx.2])
    simp [abs_of_nonneg h]
  -- explicit antiderivative
  have hd : ∀ x ∈ Set.uIcc (0:ℝ) 1, HasDerivAt
      (fun x : ℝ => conjWave m x * (Complex.cos (π * x)
        + 2 * m * Complex.I * Complex.sin (π * x)) / (π * (4 * (m:ℂ) ^ 2 - 1)))
      (conjWave m x * Complex.sin (π * x)) x := by
    intro x _
    simp only [conjWave]
    have h1 := ((hasDerivAt_id' (x:ℂ)).const_mul (-(2 * π * m * Complex.I))).cexp
    have hu := (hasDerivAt_id' (x:ℂ)).const_mul (π:ℂ)
    have h := ((h1.fun_mul (hu.ccos.fun_add
      (hu.csin.const_mul (2 * m * Complex.I)))).div_const
        (π * (4 * (m:ℂ) ^ 2 - 1))).comp_ofReal
    refine h.congr_deriv ?_
    simp only [mul_one]
    rw [div_eq_iff (mul_ne_zero hp hm)]
    linear_combination (-4 * π * (m:ℂ) ^ 2 * Complex.exp (-(2 * π * m * Complex.I) * x)
      * Complex.sin (π * x)) * Complex.I_sq
  have h0 : conjWave m 0 = 1 := by simp [conjWave]
  rw [habs, intervalIntegral.integral_eq_sub_of_hasDerivAt hd
    (Continuous.intervalIntegrable (by simp only [conjWave]; fun_prop) _ _)]
  simp only [(conjWave_translation m).2, h0, Complex.ofReal_one, Complex.ofReal_zero, mul_one,
    mul_zero, Complex.cos_pi, Complex.sin_pi, Complex.cos_zero, Complex.sin_zero]
  push_cast
  ring
```

## A uniform ring

No point of the ring is special: $\psi$ depends only on $x-y$. Substituting $u=x-y$ gives

$$a_m(y)=\sqrt2\,e^{-2\pi i m y}\int_{-y}^{1-y}e^{-2\pi i m u}|\sin\pi u|\,du=\sqrt2\,e^{-2\pi i m y}c_m .$$

The last step holds because the integrand has period one, so any full period gives the same integral. In the proof, `hshift` is the substitution and `hper` the periodicity. In an external potential, $|a_m(y)|$ would in general depend on $y$.

The modulus must stay until after this shift. For $x<y$ the sine of $\pi(x-y)$ is negative, and dropping the modulus at the start would give $n_0=8/\pi^2$, half the correct value.

```lean
/-- The position of the second boson enters the momentum amplitude only through a phase. -/
theorem amplitude_eq (m : ℤ) (y : ℝ) : amplitude m y
    = ((√2 : ℝ) : ℂ) * conjWave m y * ((-2 / (π * (4 * (m:ℝ) ^ 2 - 1)) : ℝ) : ℂ) := by
  obtain ⟨hadd, hone⟩ := conjWave_translation m
  obtain ⟨g, hg⟩ : ∃ g : ℝ → ℂ, ∀ x, g x = conjWave m x * ((|sin (π * x)| : ℝ) : ℂ) :=
    ⟨_, fun _ => rfl⟩
  have hper : Function.Periodic g 1 := by
    intro x
    rw [hg, hg, hadd, hone, mul_one, show π * (x + 1) = π * x + π by ring, sin_add_pi, abs_neg]
  have hshift : ∀ x, conjWave m x * (psi x y : ℂ)
      = ((√2 : ℝ) : ℂ) * conjWave m y * g (x - y) := by
    intro x
    have hb : conjWave m x = conjWave m (x - y) * conjWave m y := by
      rw [← hadd, sub_add_cancel]
    rw [hb, hg, psi, Complex.ofReal_mul]
    ring
  -- integrate over one period, starting from the second boson
  rw [amplitude]
  simp_rw [hshift]
  rw [intervalIntegral.integral_const_mul, intervalIntegral.integral_comp_sub_right g y,
    show (1:ℝ) - y = 0 - y + 1 by ring, hper.intervalIntegral_add_eq (0 - y) 0, zero_add]
  simp_rw [hg]
  rw [fourier_abs_sin]
```

The phase has modulus one, so $|a_m(y)|^2=2c_m^2$ for every $y$, and the integral over $y$ is trivial. Therefore $n_m=4c_m^2$, which is the formula above.

```lean
/-- Momentum distribution of the impenetrable pair: `n_m = 16/(π²(4m² - 1)²)`. -/
theorem occupation_eq (m : ℤ) :
    occupation m = 16 / (π ^ 2 * (4 * (m:ℝ) ^ 2 - 1) ^ 2) := by
  have h : ∀ y, ‖amplitude m y‖ ^ 2 = 2 * (-2 / (π * (4 * (m:ℝ) ^ 2 - 1))) ^ 2 := by
    intro y
    have hw : ‖conjWave m y‖ = 1 := by
      rw [conjWave, show -(2 * π * m * Complex.I) * (y:ℂ)
        = ((-(2 * π * m * y) : ℝ) : ℂ) * Complex.I by push_cast; ring,
        Complex.norm_exp_ofReal_mul_I]
    rw [amplitude_eq, norm_mul, norm_mul, hw, Complex.norm_real, Complex.norm_real, mul_one,
      mul_pow, Real.norm_eq_abs, Real.norm_eq_abs, sq_abs, sq_abs, Real.sq_sqrt (by norm_num)]
  rw [occupation]
  simp_rw [h]
  rw [intervalIntegral.integral_const, smul_eq_mul, div_pow, mul_pow]
  ring
```

All these numbers are positive. At zero momentum $n_0=16/\pi^2\approx1.62$, and $1<n_0<2$ because $8<\pi^2<16$; the proof gets this from $3<\pi<3.15$. For a single pair, this bound says nothing about condensation in a large gas.

```lean
/-- Every momentum state is occupied, and the zero-momentum state holds on average more than one but
fewer than two bosons. -/
theorem occupation_pos_and_zero_mode :
    (∀ m, 0 < occupation m) ∧ 1 < occupation 0 ∧ occupation 0 < 2 := by
  refine ⟨fun m => ?_, ?_⟩
  · rw [occupation_eq]
    exact div_pos (by norm_num) (mul_pos (pow_pos pi_pos 2)
      (lt_of_le_of_ne (sq_nonneg _) (Ne.symm (pow_ne_zero 2 (denom_ne m)))))
  · have h0 : occupation 0 = 16 / π ^ 2 := by rw [occupation_eq]; norm_num
    rw [h0, lt_div_iff₀ (pow_pos pi_pos 2), div_lt_iff₀ (pow_pos pi_pos 2)]
    constructor <;> nlinarith [pi_gt_three, pi_lt_d2]
```

## Momenta of both signs

The wavefunction has a kink at contact, and this produces the slow decay. For $m\neq0$,

$$m^4n_m=\frac{16}{\pi^2(4-m^{-2})^2}\longrightarrow\frac1{\pi^2}\qquad(|m|\to\infty),$$

which is a $k^{-4}$ tail. In Lean the limit is taken along `cofinite`, the filter of sets that omit only finitely many integers, so it covers both directions. The proof treats $m\to+\infty$ first and obtains the other direction from $n_{-m}=n_m$. A limit along `atTop` alone would leave out negative momenta.

If this exact wavefunction is expanded in plane waves and the terms with $|m|>M$ are dropped, the tail means that the occupation left out shrinks only as $M^{-3}$.

```lean
/-- High-momentum tail: `m⁴ n_m` tends to `1/π²` as `m` goes to plus or minus infinity. -/
theorem occupation_tail :
    Tendsto (fun m : ℤ => (m:ℝ) ^ 4 * occupation m) cofinite (𝓝 (1 / π ^ 2)) := by
  have hT : Tendsto (fun m : ℤ => (m:ℝ) ^ 4 * occupation m) atTop (𝓝 (1 / π ^ 2)) := by
    have hi : Tendsto (fun m : ℤ => (m:ℝ)⁻¹) atTop (𝓝 0) :=
      tendsto_inv_atTop_zero.comp tendsto_intCast_atTop_atTop
    have H : Tendsto (fun m : ℤ => 16 / (π ^ 2 * (4 - ((m:ℝ)⁻¹) ^ 2) ^ 2)) atTop
        (𝓝 (16 / (π ^ 2 * (4 - 0 ^ 2) ^ 2))) :=
      tendsto_const_nhds.div (((tendsto_const_nhds.sub (hi.pow 2)).pow 2).const_mul _)
        (by norm_num [pi_ne_zero])
    rw [show 16 / (π ^ 2 * (4 - 0 ^ 2) ^ 2) = 1 / π ^ 2 by ring] at H
    refine H.congr' ?_
    filter_upwards [eventually_gt_atTop 0] with m hm
    have hm0 : (m:ℝ) ≠ 0 := by exact_mod_cast hm.ne'
    have h1 : (m:ℝ) ^ 2 * ((m:ℝ)⁻¹) ^ 2 = 1 := by
      rw [← mul_pow, mul_inv_cancel₀ hm0, one_pow]
    have he : 4 * (m:ℝ) ^ 2 - 1 = (m:ℝ) ^ 2 * (4 - ((m:ℝ)⁻¹) ^ 2) := by
      linear_combination h1
    have hq : 4 - ((m:ℝ)⁻¹) ^ 2 ≠ 0 := fun h => denom_ne m (by rw [he, h, mul_zero])
    rw [occupation_eq, he]
    generalize 4 - ((m:ℝ)⁻¹) ^ 2 = q at hq
    field_simp
  rw [Int.cofinite_eq, tendsto_sup]
  refine ⟨(hT.comp tendsto_neg_atBot_atTop).congr fun m => ?_, hT⟩
  simp only [Function.comp, occupation_eq, Int.cast_neg]
  ring
```

The occupations must add up to the particle number, and this again needs both signs of $m$. From $\sum_{n\ge1}1/n^2=\pi^2/6$, the even terms contribute $\pi^2/24$, which leaves $\pi^2/8$ for the odd ones.

```lean
/-- The inverse squares of the odd positive integers sum to `π²/8`. -/
theorem hasSum_odd : HasSum (fun k : ℕ => 1 / (2 * (k:ℝ) + 1) ^ 2) (π ^ 2 / 8) := by
  have he : HasSum (fun k : ℕ => 1 / ((2 * k : ℕ) : ℝ) ^ 2) (π ^ 2 / 24) := by
    convert hasSum_zeta_two.mul_left (1 / 4) using 1
    · rfl
    · funext k
      push_cast
      ring
    · ring
  have ho : Summable (fun k : ℕ => 1 / ((2 * k + 1 : ℕ) : ℝ) ^ 2) :=
    hasSum_zeta_two.summable.comp_injective (i := fun k : ℕ => 2 * k + 1)
      (fun a b h => by simpa using h)
  have hv := (HasSum.even_add_odd (f := fun n : ℕ => 1 / (n:ℝ) ^ 2) he ho.hasSum).unique
    hasSum_zeta_two
  convert ho.hasSum using 1
  · funext k
    simp
  · linarith
```

For positive momenta write $m=k+1$, where the integer $k\ge0$ is now a summation index and not the wave number, so that $4m^2-1=(2k+1)(2k+3)$. Partial fractions give

$$\frac1{(4m^2-1)^2}=\frac14\left[\frac1{(2k+1)^2}+\frac1{(2k+3)^2}-\left(\frac1{2k+1}-\frac1{2k+3}\right)\right].$$

Summed over $k$, the three parts are $\pi^2/8$, $\pi^2/8-1$ and, by telescoping, $1$. The total is $\pi^2/16-1/2$, and

$$\sum_{m\in\mathbb Z}n_m=\frac{16}{\pi^2}+2\cdot\frac{16}{\pi^2}\left(\frac{\pi^2}{16}-\frac12\right)=2 .$$

In the proof, `ht` is the telescoping sum and `hp` the combined one; `hpos` and `hneg` hold the two signs of momentum, which are then joined with the zero mode. `HasSum occupation 2` says that the series over all integers converges to 2 regardless of the order of summation.

```lean
/-- Sum rule: the occupations of all momentum states add up to two particles. -/
theorem hasSum_occupation : HasSum occupation 2 := by
  -- telescoping part of the partial fractions
  have ht : HasSum (fun k : ℕ => 1 / (2 * (k:ℝ) + 1) - 1 / (2 * (k:ℝ) + 3)) 1 := by
    rw [hasSum_iff_tendsto_nat_of_nonneg]
    · have hs : ∀ n : ℕ, ∑ k ∈ Finset.range n, (1 / (2 * (k:ℝ) + 1) - 1 / (2 * (k:ℝ) + 3))
          = 1 - (2 * (n:ℝ) + 1)⁻¹ := by
        intro n
        induction n with
        | zero => simp
        | succ n ih =>
          rw [Finset.sum_range_succ, ih, Nat.cast_succ,
            show 2 * ((n:ℝ) + 1) + 1 = 2 * n + 3 by ring]
          ring
      simp_rw [hs]
      have hl : Tendsto (fun n : ℕ => 2 * (n:ℝ) + 1) atTop atTop :=
        tendsto_atTop_add_const_right _ _
          (tendsto_natCast_atTop_atTop.const_mul_atTop two_pos)
      simpa using (tendsto_inv_atTop_zero.comp hl).const_sub 1
    · intro k
      exact sub_nonneg.mpr (one_div_le_one_div_of_le (by positivity) (by linarith))
  have hp : HasSum (fun k : ℕ => 1 / (4 * ((k:ℝ) + 1) ^ 2 - 1) ^ 2) (π ^ 2 / 16 - 1 / 2) := by
    convert ((hasSum_odd.add ((hasSum_nat_add_iff' 1).mpr hasSum_odd)).sub ht).mul_left (1 / 4)
      using 1
    · rfl
    · funext k
      push_cast
      rw [show 4 * ((k:ℝ) + 1) ^ 2 - 1 = (2 * k + 1) * (2 * k + 3) by ring,
        show 2 * ((k:ℝ) + 1) + 1 = 2 * k + 3 by ring]
      field_simp
      ring
    · simp only [Finset.sum_range_one, Nat.cast_zero]
      ring
  have key : ∀ k : ℕ, occupation ((k:ℤ) + 1)
      = 16 / π ^ 2 * (1 / (4 * ((k:ℝ) + 1) ^ 2 - 1) ^ 2) := by
    intro k
    rw [occupation_eq, div_mul_div_comm, mul_one]
    simp only [Int.cast_add, Int.cast_natCast, Int.cast_one]
  have heven : ∀ m, occupation (-m) = occupation m := by
    intro m
    simp only [occupation_eq, Int.cast_neg, neg_sq]
  have hpos : HasSum (fun k : ℕ => occupation ((k:ℤ) + 1))
      (16 / π ^ 2 * (π ^ 2 / 16 - 1 / 2)) := by
    simpa only [key] using hp.mul_left (16 / π ^ 2)
  have hneg : HasSum (fun k : ℕ => occupation (-((k:ℤ) + 1)))
      (16 / π ^ 2 * (π ^ 2 / 16 - 1 / 2)) := by
    simpa only [heven] using hpos
  have h0 : occupation 0 = 16 / π ^ 2 := by rw [occupation_eq]; norm_num
  -- positive momenta, the zero mode and negative momenta together
  convert HasSum.of_add_one_of_neg_add_one (f := occupation) hpos hneg using 1
  rw [h0]
  have hpi := pi_ne_zero
  field_simp
  ring

end

end ImpenetrablePair
```

```lean
#print axioms ImpenetrablePair.psi_normalized
#print axioms ImpenetrablePair.occupation_pos_and_zero_mode
#print axioms ImpenetrablePair.occupation_tail
#print axioms ImpenetrablePair.hasSum_occupation
```

```
'ImpenetrablePair.psi_normalized' depends on axioms: [propext, Classical.choice, Quot.sound]
'ImpenetrablePair.occupation_pos_and_zero_mode' depends on axioms: [propext, Classical.choice, Quot.sound]
'ImpenetrablePair.occupation_tail' depends on axioms: [propext, Classical.choice, Quot.sound]
'ImpenetrablePair.hasSum_occupation' depends on axioms: [propext, Classical.choice, Quot.sound]
```
